# The formal flow exp(tA) is undone by reversing the time step

For a fixed generator A, a step of exponential evolution followed by the same step with the sign of time reversed gives the identity: exp(tA) exp(−tA) = 1. The declaration `expFlow_symmetric` states this for formal power series in t with coefficients Aⁿ/n!, where A is any element of a ring, not necessarily commutative, that is an algebra over the rationals. No convergence is involved, and A need not be Hermitian or anti-Hermitian. The proof compares coefficients of tⁿ: each is Aⁿ times a rational number, which the binomial expansion of (1 − 1)ⁿ shows to be 1 for n = 0 and zero otherwise.

As first written in Lean, the proof fails:

```lean
import Mathlib

open Finset

namespace SymmetricSplitting

noncomputable section

variable {R : Type*} [Ring R] [Algebra ℚ R]

/-- The series S(-t) obtained from S(t) by reversing the sign of the time step. -/
def timeReverse (S : PowerSeries R) : PowerSeries R :=
  PowerSeries.mk fun n => (-1 : ℚ) ^ n • PowerSeries.coeff n S

/-- A one-step method is symmetric when S(t) S(-t) = 1. -/
def IsSymmetricStep (S : PowerSeries R) : Prop := S * timeReverse S = 1

/-- The formal flow exp(tA), with coefficients Aⁿ/n!. -/
def expFlow (A : R) : PowerSeries R :=
  PowerSeries.mk fun n => (1 / (n.factorial : ℚ)) • A ^ n

/-- The n-th coefficient of S(-t) is (-1)ⁿ times that of S(t). -/
theorem coeff_timeReverse (S : PowerSeries R) (n : ℕ) :
    PowerSeries.coeff n (timeReverse S) = (-1 : ℚ) ^ n • PowerSeries.coeff n S :=
  PowerSeries.coeff_mk _ _

/-- The n-th coefficient of exp(tA) is Aⁿ/n!. -/
theorem coeff_expFlow (A : R) (n : ℕ) :
    PowerSeries.coeff n (expFlow A) = (1 / (n.factorial : ℚ)) • A ^ n :=
  PowerSeries.coeff_mk _ _

/-- The exponential flow satisfies exp(tA) exp(-tA) = 1. -/
theorem expFlow_symmetric (A : R) : IsSymmetricStep (expFlow A) := by
  unfold IsSymmetricStep
  ext n
  -- the scalar identity is the binomial expansion of (1 - 1)ⁿ
  have hs : ∑ ij ∈ antidiagonal n, (1 / (ij.1.factorial : ℚ)) *
      ((-1) ^ ij.2 * (1 / (ij.2.factorial : ℚ))) = 0 ^ n / (n.factorial : ℚ) := by
    have h : (0 : ℚ) ^ n =
        ∑ k ∈ range (n + 1), 1 ^ k * (-1) ^ (n - k) * (n.choose k : ℚ) := by
      rw [← add_pow]
      norm_num
    rw [Finset.Nat.sum_antidiagonal_eq_sum_range_succ_mk, h, Finset.sum_div]
    apply Finset.sum_congr rfl
    intro k hk
    have hk' : k ≤ n := Nat.lt_succ_iff.mp (Finset.mem_range.mp hk)
    have h1 : (n.factorial : ℚ) ≠ 0 := Nat.cast_ne_zero.mpr n.factorial_ne_zero
    have h2 : (k.factorial : ℚ) ≠ 0 := Nat.cast_ne_zero.mpr k.factorial_ne_zero
    have h3 : ((n - k).factorial : ℚ) ≠ 0 :=
      Nat.cast_ne_zero.mpr (n - k).factorial_ne_zero
    rw [Nat.cast_choose ℚ hk', one_pow]
    field_simp
  have hc : PowerSeries.coeff n (expFlow A * timeReverse (expFlow A)) =
      ((0 : ℚ) ^ n / (n.factorial : ℚ)) • A ^ n := by
    rw [← hs, PowerSeries.coeff_mul, Finset.sum_smul]
    apply Finset.sum_congr rfl
    intro ij hij
    rw [coeff_expFlow, coeff_timeReverse, coeff_expFlow, smul_smul, smul_mul_smul_comm,
      ← pow_add, Finset.mem_antidiagonal.mp hij]
  rw [hc, PowerSeries.coeff_one]
  rcases eq_or_ne n 0 with hn | hn
  · subst hn
    simp
  · simp [hn]

end

end SymmetricSplitting
```

Compiling this gives:

```
Main.lean:59:17: error: Invalid rewrite argument: Expected an equality or iff proof or definition name, but
  Finset.mem_antidiagonal.mp ?m.347
is a proof of
  ?m.344.1 ∈ ?m.339 ∧ ?m.344.2 ∈ ?m.340 ∧ ?m.344.1 + ?m.344.2 = ?m.343
Main.lean:59:44: error: Application type mismatch: The argument
  hij
has type
  ij ∈ HasAntidiagonal.antidiagonal n
but is expected to have type
  ?m.344 ∈ Finset.antidiagonal ?m.341 ?m.342 ?m.343
in the application
  Finset.mem_antidiagonal.mp hij
```

The repair, with which the file compiles:

```diff
@@ -57,5 +57,5 @@
     intro ij hij
     rw [coeff_expFlow, coeff_timeReverse, coeff_expFlow, smul_smul, smul_mul_smul_comm,
-      ← pow_add, Finset.mem_antidiagonal.mp hij]
+      ← pow_add, Finset.HasAntidiagonal.mem_antidiagonal.mp hij]
   rw [hc, PowerSeries.coeff_one]
   rcases eq_or_ne n 0 with hn | hn
```

What went wrong. Both messages come from one wrong lemma. In the coefficient sum, `hij` says that the pair `ij` belongs to `HasAntidiagonal.antidiagonal n`, and the last rewrite needs the equation `ij.1 + ij.2 = n` to turn the combined exponent of A into `n`.

The name `Finset.mem_antidiagonal` refers instead to a lemma about a different construction, `Finset.antidiagonal`, which takes three explicit arguments. Membership there means that each component lies in a given set and that the two add up to a given value. The first message rejects this three-part conjunction because `rw` needs an equality or an equivalence. The second says that `hij` concerns the other antidiagonal and so cannot be passed to this lemma.

The repair names `Finset.HasAntidiagonal.mem_antidiagonal`, which matches the type of `hij`. Its forward direction gives just the required equation, so the rewrite goes through. The statement and the rest of the proof are unchanged.
